# A counterdiabatic term keeps a spin in an eigenstate of its component along a rotating field

## A spin-1/2 that turns with the field

Set $\hbar=1$ and let $J_x,J_y,J_z$ be half the Pauli matrices. A field in the $xz$ plane, tilted by an angle $f(t)$ from the $z$ axis, singles out the component $\cos f\,J_z+\sin f\,J_x$. Its eigenvector with eigenvalue $1/2$ is

$$\chi(t)=\begin{pmatrix}\cos(f/2)\\ \sin(f/2)\end{pmatrix},\qquad
i\chi'=\frac{if'}{2}\begin{pmatrix}-\sin(f/2)\\ \cos(f/2)\end{pmatrix}=f'J_y\chi .$$

The term $f'J_y$, the counterdiabatic term, is an added field component along $y$, and it turns the spin exactly as fast as the in-plane field turns. A field along the tilted direction, of strength $g'(t)$ measured as a precession frequency (the gyromagnetic factor and its sign are absorbed in $g'$), only adds a phase: $\psi=e^{-ig/2}\chi$ obeys

$$i\psi'=\big(g'(\cos f\,J_z+\sin f\,J_x)+f'J_y\big)\psi .$$

## A quarter turn in unit time

Take $f=\pi t/2$ and $g=\sqrt3\,\pi t/2$ for $0\le t\le1$, starting from spin up. With the $J_y$ term, the final state is $e^{-i\sqrt3\pi/4}(1,1)/\sqrt2$, spin up along $x$.

Without it, pass to the frame that turns with the field. The Hamiltonian there is constant,
$$g'J_z-f'J_y=\pi\left(\tfrac{\sqrt3}{2}J_z-\tfrac12J_y\right),$$
and acts for unit time. This is a half turn about a tilted axis, which takes $(1,0)$ to $-i(\sqrt3/2,\,-i/2)$. The spin is found along the field with probability $3/4$ instead of $1$.

## The statement for bounded spin operators

Let $J_x,J_y,J_z$ be bounded operators on a complex Hilbert space with $[J_x,J_y]=iJ_z$ and $[J_y,J_z]=iJ_x$. These relations say how the components turn into one another under a rotation about $y$. Write

$$F(\theta)=\cos\theta\,J_z+\sin\theta\,J_x,\qquad H(t)=g'F(f)+f'J_y .$$

1. $U=e^{-ifJ_y}e^{-igJ_z}$ solves $iU'=HU$.
2. If $i\psi'=H\psi$ at all times and $F(f(0))\psi(0)=m\psi(0)$, then $F(f(t))\psi(t)=m\psi(t)$ for every $t$.

No bound on $f'$ enters, so the sweep may be as fast as one likes, provided that the field along $y$ can be made strong enough to supply the term $f'J_y$. If $m$ is degenerate, statement 2 says only that the state stays in the eigenspace; which vector it is there is given by $\psi(t)=U(t)U(0)^{-1}\psi(0)$.

In Lean, `E →L[ℂ] E` is the type of bounded operators, `*` is composition, `rot J θ` is $e^{-i\theta J}$, `rotatedField` is $F$, and `drivenH` is $H$, with arguments `a` for $f'$ and `b` for $g'$. `HasDerivAt f f' t` says that $f$ has derivative $f'$ at $t$. The equation $iU'=HU$ appears as $U'=-iHU$.

Hermitian matrices of any finite spin are included. Hermiticity is not assumed, and `m` may be complex; for physical spins the operators are Hermitian and $U$ is unitary. Unbounded operators, such as orbital angular momentum on all of $L^2$, are not covered, nor are noise and errors in the field. For a single spin whose main field turns in one plane and is supplemented by the $y$ component $f'$, the result gives an exact protocol for fast state preparation and a closed-form test for a time-propagation code.

## Undoing the rotation

Let $T(\theta)=\cos\theta\,J_x-\sin\theta\,J_z$, so that $F'=T$. The two relations give
$$[J_y,F]=\cos\theta\,(iJ_x)+\sin\theta\,(-iJ_z)=iT .$$
Hence
$$\frac{d}{d\theta}\left(e^{i\theta J_y}Fe^{-i\theta J_y}\right)=e^{i\theta J_y}\left(i[J_y,F]+T\right)e^{-i\theta J_y}=0 .$$
The operator $e^{i\theta J_y}Fe^{-i\theta J_y}$ is therefore constant and equals $J_z$ at $\theta=0$, so
$$e^{i\theta J_y}F=J_ze^{i\theta J_y},\qquad e^{-i\theta J_y}J_z=Fe^{-i\theta J_y}.$$

The product rule now gives the first claim:
$$U'=-if'J_yU-ig'e^{-ifJ_y}J_ze^{-igJ_z}=-i(f'J_y+g'F)U .$$

For the second, let $V=e^{igJ_z}e^{ifJ_y}$. Then $J_zV=VF$, and
$$V'=ig'J_zV+if'VJ_y=iVH,\qquad (V\psi)'=iVH\psi-iVH\psi=0 .$$
So $V\psi$ keeps its initial value, and
$$VF\psi=J_zV\psi=J_zV(0)\psi(0)=V(0)F(f(0))\psi(0)=mV(0)\psi(0)=mV\psi .$$
Applying $U$ and using $UV=1$ gives $F\psi=m\psi$.

## One broken commutator

On the one-dimensional space $\mathbb C$ take $J_x=1$, $J_y=J_z=0$. Then $[J_x,J_y]=iJ_z$ holds, but $[J_y,J_z]=iJ_x$ fails. With $f=g=t$ we have $U=1$ and $iU'=0$, while $HU=\sin t$. Following fails too: every nonzero solution starts with eigenvalue $0$ of $F$ and has eigenvalue $\sin t$ later.

## The Lean file

```lean
import Mathlib

open Complex

namespace CounterdiabaticSpin

noncomputable section

variable {E : Type*} [NormedAddCommGroup E] [InnerProductSpace ℂ E]

/-- The rotation operator `exp(-iθJ)` generated by `J`. -/
def rot (J : E →L[ℂ] E) (θ : ℝ) : E →L[ℂ] E :=
  NormedSpace.exp ((-(I * (θ : ℂ))) • J)

/-- The spin component `cos θ Jz + sin θ Jx` along a field tilted by the angle `θ`. -/
def rotatedField (Jx Jz : E →L[ℂ] E) (θ : ℝ) : E →L[ℂ] E :=
  ((Real.cos θ : ℝ) : ℂ) • Jz + ((Real.sin θ : ℝ) : ℂ) • Jx

/-- The spin component `cos θ Jx - sin θ Jz` at right angles to the tilted field. -/
def transverse (Jx Jz : E →L[ℂ] E) (θ : ℝ) : E →L[ℂ] E :=
  ((Real.cos θ : ℝ) : ℂ) • Jx - ((Real.sin θ : ℝ) : ℂ) • Jz

/-- The Hamiltonian `b (cos θ Jz + sin θ Jx) + a Jy`: a tilted field of strength `b`
and a counterdiabatic term of strength `a`. -/
def drivenH (Jx Jy Jz : E →L[ℂ] E) (θ a b : ℝ) : E →L[ℂ] E :=
  (b : ℂ) • rotatedField Jx Jz θ + (a : ℂ) • Jy

/-- The operator `U(t) = exp(-i f(t) Jy) exp(-i g(t) Jz)`. -/
def propagator (Jy Jz : E →L[ℂ] E) (f g : ℝ → ℝ) (t : ℝ) : E →L[ℂ] E :=
  rot Jy (f t) * rot Jz (g t)

/-- The reversed motion `exp(i g(t) Jz) exp(i f(t) Jy)`. -/
def unwind (Jy Jz : E →L[ℂ] E) (f g : ℝ → ℝ) (t : ℝ) : E →L[ℂ] E :=
  rot Jz (-(g t)) * rot Jy (-(f t))

/-- Product rule for a time-dependent operator acting on a time-dependent state. -/
theorem hasDerivAt_apply {A : ℝ → E →L[ℂ] E} {A' : E →L[ℂ] E} {ψ : ℝ → E} {ψ' : E}
    {t : ℝ} (hA : HasDerivAt A A' t) (hψ : HasDerivAt ψ ψ' t) :
    HasDerivAt (fun s => A s (ψ s)) (A' (ψ t) + A t ψ') t := by
  have h := ((ContinuousLinearMap.restrictScalarsL ℂ E E ℝ ℝ).hasFDerivAt
    (x := A t)).comp_hasDerivAt t hA
  exact h.clm_apply hψ

/-- The tilted spin component changes at the rate `f'` times the transverse component. -/
theorem hasDerivAt_rotatedField (Jx Jz : E →L[ℂ] E) {f : ℝ → ℝ} {f' t : ℝ}
    (hf : HasDerivAt f f' t) :
    HasDerivAt (fun s => rotatedField Jx Jz (f s)) ((f' : ℂ) • transverse Jx Jz (f t)) t := by
  have hc := hf.cos.ofReal_comp.smul_const Jz
  have hs := hf.sin.ofReal_comp.smul_const Jx
  refine (hc.fun_add hs).congr_deriv ?_
  simp only [transverse, Complex.ofReal_mul, Complex.ofReal_neg]
  module

variable [CompleteSpace E]

/-- A generator commutes with the rotations it generates. -/
theorem rot_comm (J : E →L[ℂ] E) (θ : ℝ) : J * rot J θ = rot J θ * J :=
  (hasDerivAt_exp_smul_const' J (-(I * (θ : ℂ)))).unique
    (hasDerivAt_exp_smul_const J (-(I * (θ : ℂ))))

/-- A rotation through a time-dependent angle `θ(t)` has the derivative `-iθ' J exp(-iθJ)`. -/
theorem hasDerivAt_rot (J : E →L[ℂ] E) {θ : ℝ → ℝ} {θ' t : ℝ} (h : HasDerivAt θ θ' t) :
    HasDerivAt (fun s => rot J (θ s)) ((-(I * (θ' : ℂ))) • (J * rot J (θ t))) t := by
  have hc : HasDerivAt (fun s : ℝ => -(I * (θ s : ℂ))) (-(I * (θ' : ℂ))) t :=
    (h.ofReal_comp.const_mul I).fun_neg
  exact (hasDerivAt_exp_smul_const' J (-(I * (θ t : ℂ)))).scomp t hc

/-- Rotations through opposite angles cancel. -/
theorem rot_mul_neg (J : E →L[ℂ] E) (θ : ℝ) : rot J θ * rot J (-θ) = 1 := by
  -- the product does not depend on the angle
  have h : ∀ s : ℝ, HasDerivAt (fun s => rot J s * rot J (-s)) 0 s := by
    intro s
    refine ((hasDerivAt_rot J (hasDerivAt_id' s)).fun_mul
      (hasDerivAt_rot J (hasDerivAt_neg' s))).congr_deriv ?_
    rw [rot_comm J s]
    simp only [smul_mul_assoc, mul_smul_comm, mul_assoc, Complex.ofReal_neg, Complex.ofReal_one]
    module
  have hc := is_const_of_deriv_eq_zero (fun s => (h s).differentiableAt)
    (fun s => (h s).deriv) θ 0
  have h0 : rot J 0 = 1 := by simp [rot]
  simpa [h0] using hc

/-- Undoing the rotation about `y` turns the tilted spin component back into `Jz`. -/
theorem rot_neg_mul_field {Jx Jy Jz : E →L[ℂ] E} (hxy : Jx * Jy - Jy * Jx = I • Jz)
    (hyz : Jy * Jz - Jz * Jy = I • Jx) (θ : ℝ) :
    rot Jy (-θ) * rotatedField Jx Jz θ = Jz * rot Jy (-θ) := by
  have hcm : ∀ s : ℝ, Jy * rotatedField Jx Jz s - rotatedField Jx Jz s * Jy
      = I • transverse Jx Jz s := by
    intro s
    simp only [rotatedField, transverse, mul_add, add_mul, mul_smul_comm, smul_mul_assoc]
    linear_combination (norm := module)
      ((Real.cos s : ℝ) : ℂ) • hyz - ((Real.sin s : ℝ) : ℂ) • hxy
  -- the back-rotated component is constant
  have h : ∀ s : ℝ, HasDerivAt
      (fun s => rot Jy (-s) * rotatedField Jx Jz s * rot Jy s) 0 s := by
    intro s
    refine (((hasDerivAt_rot Jy (hasDerivAt_neg' s)).fun_mul
      (hasDerivAt_rotatedField Jx Jz (hasDerivAt_id' s))).fun_mul
      (hasDerivAt_rot Jy (hasDerivAt_id' s))).congr_deriv ?_
    rw [rot_comm Jy (-s)]
    have e : rot Jy (-s) * (I • (Jy * rotatedField Jx Jz s - rotatedField Jx Jz s * Jy)
        + transverse Jx Jz s) * rot Jy s = 0 := by
      rw [hcm, smul_smul, I_mul_I, neg_one_smul, neg_add_cancel, mul_zero, zero_mul]
    rw [← e]
    simp only [smul_mul_assoc, mul_smul_comm, mul_assoc, mul_add, add_mul, mul_sub, sub_mul,
      smul_sub, Complex.ofReal_neg, Complex.ofReal_one]
    module
  have hc := is_const_of_deriv_eq_zero (fun s => (h s).differentiableAt)
    (fun s => (h s).deriv) θ 0
  have h0 : rot Jy 0 = 1 := by simp [rot]
  have hc' : rot Jy (-θ) * rotatedField Jx Jz θ * rot Jy θ = Jz := by
    refine hc.trans ?_
    simp [h0, rotatedField]
  calc rot Jy (-θ) * rotatedField Jx Jz θ
      = rot Jy (-θ) * rotatedField Jx Jz θ * (rot Jy θ * rot Jy (-θ)) := by
        rw [rot_mul_neg, mul_one]
    _ = (rot Jy (-θ) * rotatedField Jx Jz θ * rot Jy θ) * rot Jy (-θ) := by
        simp only [mul_assoc]
    _ = Jz * rot Jy (-θ) := by rw [hc']

/-- The operator `U = exp(-ifJy) exp(-igJz)` solves
`iU' = (g'(cos f Jz + sin f Jx) + f' Jy) U`. -/
theorem hasDerivAt_propagator {Jx Jy Jz : E →L[ℂ] E} (hxy : Jx * Jy - Jy * Jx = I • Jz)
    (hyz : Jy * Jz - Jz * Jy = I • Jx) {f g : ℝ → ℝ} {f' g' t : ℝ}
    (hf : HasDerivAt f f' t) (hg : HasDerivAt g g' t) :
    HasDerivAt (propagator Jy Jz f g)
      ((-I) • (drivenH Jx Jy Jz (f t) f' g' * propagator Jy Jz f g t)) t := by
  have hinv : rot Jy (-(f t)) * rot Jy (f t) = 1 := by
    simpa using rot_mul_neg Jy (-(f t))
  have hF : rot Jy (f t) * Jz = rotatedField Jx Jz (f t) * rot Jy (f t) := by
    calc rot Jy (f t) * Jz
        = rot Jy (f t) * (Jz * rot Jy (-(f t))) * rot Jy (f t) := by
          rw [mul_assoc, mul_assoc, hinv, mul_one]
      _ = (rot Jy (f t) * rot Jy (-(f t))) * rotatedField Jx Jz (f t) * rot Jy (f t) := by
          rw [← rot_neg_mul_field hxy hyz]
          simp only [mul_assoc]
      _ = _ := by rw [rot_mul_neg, one_mul]
  have h : rot Jy (f t) * (Jz * rot Jz (g t))
      = rotatedField Jx Jz (f t) * (rot Jy (f t) * rot Jz (g t)) := by
    rw [← mul_assoc, hF, mul_assoc]
  refine ((hasDerivAt_rot Jy hf).fun_mul (hasDerivAt_rot Jz hg)).congr_deriv ?_
  simp only [drivenH, propagator, add_mul, smul_mul_assoc, mul_smul_comm, mul_assoc, h]
  module

/-- With the counterdiabatic term `f' Jy`, every solution of the Schrödinger equation that
starts in an eigenstate of the rotating spin component stays in one with the same eigenvalue. -/
theorem eigenstate_followed {Jx Jy Jz : E →L[ℂ] E} (hxy : Jx * Jy - Jy * Jx = I • Jz)
    (hyz : Jy * Jz - Jz * Jy = I • Jx) {f g f' g' : ℝ → ℝ}
    (hf : ∀ t, HasDerivAt f (f' t) t) (hg : ∀ t, HasDerivAt g (g' t) t) {ψ : ℝ → E} {m : ℂ}
    (hψ : ∀ t, HasDerivAt ψ ((-I) • drivenH Jx Jy Jz (f t) (f' t) (g' t) (ψ t)) t)
    (h0 : rotatedField Jx Jz (f 0) (ψ 0) = m • ψ 0) (t : ℝ) :
    rotatedField Jx Jz (f t) (ψ t) = m • ψ t := by
  have hR := fun s => rot_neg_mul_field hxy hyz (f s)
  have hV : ∀ s, HasDerivAt (unwind Jy Jz f g)
      (I • (unwind Jy Jz f g s * drivenH Jx Jy Jz (f s) (f' s) (g' s))) s := by
    intro s
    refine ((hasDerivAt_rot Jz (hg s).fun_neg).fun_mul
      (hasDerivAt_rot Jy (hf s).fun_neg)).congr_deriv ?_
    rw [rot_comm Jz, rot_comm Jy]
    simp only [unwind, drivenH, mul_add, smul_mul_assoc, mul_smul_comm, mul_assoc, hR,
      Complex.ofReal_neg]
    module
  -- the state with the motion undone is constant
  have hd : ∀ s, HasDerivAt (fun s => unwind Jy Jz f g s (ψ s)) 0 s := fun s =>
    (hasDerivAt_apply (hV s) (hψ s)).congr_deriv (by simp)
  have hc : unwind Jy Jz f g t (ψ t) = unwind Jy Jz f g 0 (ψ 0) :=
    is_const_of_deriv_eq_zero (fun s => (hd s).differentiableAt) (fun s => (hd s).deriv) t 0
  have hJ : ∀ s x, Jz (unwind Jy Jz f g s x)
      = unwind Jy Jz f g s (rotatedField Jx Jz (f s) x) := by
    intro s x
    have e : Jz * unwind Jy Jz f g s = unwind Jy Jz f g s * rotatedField Jx Jz (f s) := by
      rw [unwind, ← mul_assoc, rot_comm, mul_assoc, mul_assoc, hR]
    exact DFunLike.congr_fun e x
  have hW : ∀ x, propagator Jy Jz f g t (unwind Jy Jz f g t x) = x := by
    intro x
    have e : propagator Jy Jz f g t * unwind Jy Jz f g t = 1 := by
      rw [propagator, unwind, mul_assoc, ← mul_assoc (rot Jz (g t)), rot_mul_neg, one_mul,
        rot_mul_neg]
    exact DFunLike.congr_fun e x
  have e : unwind Jy Jz f g t (rotatedField Jx Jz (f t) (ψ t))
      = unwind Jy Jz f g t (m • ψ t) := by
    rw [← hJ, hc, hJ, h0, map_smul, map_smul, hc]
  have e' := congrArg (propagator Jy Jz f g t) e
  rwa [hW, hW] at e'


/-- The operator on the two-component spinors given by a 2 × 2 matrix. -/
def spinorOp (M : Matrix (Fin 2) (Fin 2) ℂ) :
    EuclideanSpace ℂ (Fin 2) →L[ℂ] EuclideanSpace ℂ (Fin 2) :=
  Matrix.toEuclideanCLM (𝕜 := ℂ) (n := Fin 2) M

/-- The spin-1/2 operators, half the Pauli matrices, obey the three cyclic relations. -/
theorem cyclic_relations_witness :
    let Jx := spinorOp !![0, 1 / 2; 1 / 2, 0]
    let Jy := spinorOp !![0, -I / 2; I / 2, 0]
    let Jz := spinorOp !![1 / 2, 0; 0, -1 / 2]
    Jx * Jy - Jy * Jx = I • Jz ∧ Jy * Jz - Jz * Jy = I • Jx ∧ Jz * Jx - Jx * Jz = I • Jy := by
  -- a commutator of matrices carries over to the operators
  have key : ∀ A B C : Matrix (Fin 2) (Fin 2) ℂ, A * B - B * A = I • C →
      spinorOp A * spinorOp B - spinorOp B * spinorOp A = I • spinorOp C := by
    intro A B C h
    simp only [spinorOp]
    rw [← map_mul, ← map_mul, ← map_sub, h, map_smul]
  refine ⟨key _ _ _ ?_, key _ _ _ ?_, key _ _ _ ?_⟩ <;> ext i j <;>
    fin_cases i <;> fin_cases j <;> simp <;>
    first | ring1 | (ring_nf; norm_num [Complex.I_sq])

end

end CounterdiabaticSpin
```

```lean
#print axioms CounterdiabaticSpin.hasDerivAt_propagator
#print axioms CounterdiabaticSpin.eigenstate_followed
```

```
'CounterdiabaticSpin.hasDerivAt_propagator' depends on axioms: [propext, Classical.choice, Quot.sound]
'CounterdiabaticSpin.eigenstate_followed' depends on axioms: [propext, Classical.choice, Quot.sound]
```

## How the proof follows the derivation

`hasDerivAt_rot` differentiates the exponential by the chain rule. `rot_comm` compares two formulas for the same derivative, one with $J$ on the left and one with $J$ on the right. `rot_mul_neg` shows that $e^{-i\theta J}e^{i\theta J}$ has zero derivative and equals $1$ at $\theta=0$.

`rot_neg_mul_field` is the central lemma. Its step `hcm` is $[J_y,F]=iT$, obtained by `linear_combination` from the two commutators. The step `h` is the vanishing derivative, and `is_const_of_deriv_eq_zero` turns it into constancy. The closing `calc` moves the last rotation to the other side.

In `hasDerivAt_propagator`, `hF` is the relation $e^{-ifJ_y}J_z=Fe^{-ifJ_y}$; the product rule and `module`, which collects the coefficients, do the rest.

In `eigenstate_followed`, $V$ is `unwind`. The steps `hV`, `hd` and `hc` give $V'=iVH$, $(V\psi)'=0$ and the constancy of $V\psi$; `hd` relies on `hasDerivAt_apply`, the product rule for an operator acting on a state. Then `hJ` is $J_zV=VF$ and `hW` is $UV=1$.

`cyclic_relations_witness` checks all three cyclic relations for spin-1/2 entry by entry, so the assumptions are met by the system of the opening example.
